# Correlation functions of a Slater determinant of orthonormal orbitals on finitely many sites are determinants of the one-particle kernel

To get the interaction energy of a Hartree–Fock state, I never sum over the positions of the other $N-2$ electrons. I insert the pair density, direct term minus exchange term, built from the one-particle density matrix $K$. The same should work for any number $k$ of positions: if $\Psi$ is the unnormalised determinant of $N$ orthonormal orbitals, summing $|\Psi|^2$ over the remaining $m=N-k$ positions leaves $m!$ times a $k\times k$ determinant of $K$. Can someone show me this with every step, together with a proof that a machine has checked?

## Removing one position at a time

Let $X$ be a finite set of sites and $\varphi_0,\dots,\varphi_{N-1}$ complex orbitals with $\sum_y \overline{\varphi_i(y)}\,\varphi_j(y)=\delta_{ij}$. Define

$$K(a,b)=\sum_j\varphi_j(a)\overline{\varphi_j(b)},\qquad \Psi(x)=\det(\varphi_j(x_i)),\qquad D_n(x)=\det(K(x_i,x_l)),$$

where $D_n$ takes $n$ points and $D_0=1$. Orthonormality gives two sums:

$$\sum_y K(a,y)K(y,b)=\sum_{i,j}\varphi_i(a)\overline{\varphi_j(b)}\,\delta_{ij}=K(a,b),\qquad \sum_y K(y,y)=N.$$

Put a new point $y$ in front of $x_0,\dots,x_{n-1}$, expand $D_{n+1}$ over permutations, and sum over $y$.

- If the permutation fixes the new position, the factor $K(y,y)$ sums to $N$. These terms give $N D_n(x)$.
- Otherwise $y$ occurs in a product $K(x_q,y)K(y,x_r)$, which sums to $K(x_q,x_r)$. What remains is a term of $D_n$ with the opposite sign, because one cycle has become shorter by one. Each term of $D_n$ arises $n$ times, once for each $q$, so these terms give $-nD_n(x)$.

Hence $\sum_y D_{n+1}(y,x)=(N-n)D_n(x)$.

With $M_{ij}=\varphi_j(x_i)$, the kernel matrix at all $N$ points is $MM^\dagger$, so $|\Psi|^2=\det M\,\overline{\det M}=D_N$. Reordering the points permutes the rows and columns of the kernel matrix alike and leaves $D_N$ unchanged, so the points to be removed may stand last. Removing $m$ of the $N=k+m$ points, one at a time, gives the factors $1,2,\dots,m$:

$$\sum_{y_0,\dots,y_{m-1}}|\Psi(x,y)|^2=m!\,D_k(x).$$

For $k=0$ this is the normalisation $\sum|\Psi|^2=N!$. The $k$-particle correlation function, the mean number of ordered choices of $k$ distinct particles that sit at the points $x$, is therefore

$$\frac{N!}{m!}\sum_y\frac{|\Psi(x,y)|^2}{N!}=D_k(x).$$

For $k=1$ it is the density $K(x_0,x_0)$. For $k=2$, since $K(z,y)=\overline{K(y,z)}$, it is $K(y,y)K(z,z)-|K(y,z)|^2$, which vanishes at $y=z$.

Orthogonality matters even when each orbital is normalised. Take two sites, $\varphi_0=(1,0)$ and $\varphi_1=(1,1)/\sqrt2$. Then $|\Psi|^2=1/2$ when the two positions differ, and $\Psi=0$ when they coincide. For $k=m=1$ and $x_0$ the first site, the left side is $1/2$, while the right side is $K(x_0,x_0)=3/2$. Normalising $\Psi$ does not help: the density is then $1$ on each site, while the diagonal of $K$ is $3/2$ and $1/2$.

## What the Lean statements say

`φ : Fin (k + m) → X → ℂ` is the list of orbitals, and a point of `X` may be a site or a site with spin. `OrthonormalOrbitals` is the condition above, with unit weight on each point. `slater` is unnormalised, `kernelDet` is $D_n$, and `Fin.append x y` lists the fixed positions before the summed ones.

`sum_norm_sq_slater` is the identity with $m!$. `correlation` divides by $N!$ and multiplies by $N!/m!$, the number of ordered choices of $k$ distinct particles. It is real by definition, so `correlation_eq_kernelDet` also shows that the determinant is real. Both hold for all $k$ and $m$, including zero.

The result covers a single determinant on a finite set: it gives the direct and exchange energy of a pair interaction $V(y,z)$ that is diagonal in the points of $X$. General two-electron integrals over basis functions, correlated wavefunctions and continuum integrals are not covered.

```lean
import Mathlib

open Finset ComplexConjugate

namespace DeterminantalCorrelations

noncomputable section

/-- The one-particle kernel `K(y,z) = ∑ j, φ_j(y) conj(φ_j(z))` of a set of orbitals. -/
def kernel {X : Type*} {N : ℕ} (φ : Fin N → X → ℂ) (y z : X) : ℂ :=
  ∑ j, φ j y * conj (φ j z)

/-- The unnormalized Slater determinant `Ψ(x) = det(φ_j(x_i))`. -/
def slater {X : Type*} {N : ℕ} (φ : Fin N → X → ℂ) (x : Fin N → X) : ℂ :=
  (Matrix.of fun i j => φ j (x i)).det

/-- The determinant `det(K(x_i,x_l))` of the kernel at `n` points. -/
def kernelDet {X : Type*} {N n : ℕ} (φ : Fin N → X → ℂ) (x : Fin n → X) : ℂ :=
  (Matrix.of fun i l => kernel φ (x i) (x l)).det

variable {X : Type*} [Fintype X] {N : ℕ}

/-- The orbitals are orthonormal for the sum over the sites of `X`. -/
def OrthonormalOrbitals (φ : Fin N → X → ℂ) : Prop :=
  ∀ i j, ∑ y, conj (φ i y) * φ j y = if i = j then 1 else 0

/-- `(k+m)!/m!` times the sum of `|Ψ|²/(k+m)!` over the last `m` positions. For orthonormal orbitals
this is the `k`-particle correlation function of the normalized determinant. -/
def correlation {k m : ℕ} (φ : Fin (k + m) → X → ℂ) (x : Fin k → X) : ℝ :=
  ((k + m).factorial / m.factorial : ℝ) *
    ∑ y : Fin m → X, ‖slater φ (Fin.append x y)‖ ^ 2 / ((k + m).factorial : ℝ)

/-- Two delocalized complex orbitals on three sites, `(1, 2i, 2)/3` and `(2, i, -2)/3`,
are orthonormal. -/
theorem orthonormalOrbitals_witness :
    OrthonormalOrbitals (X := Fin 3) (N := 2)
      ![![⟨1/3, 0⟩, ⟨0, 2/3⟩, ⟨2/3, 0⟩], ![⟨2/3, 0⟩, ⟨0, 1/3⟩, ⟨-2/3, 0⟩]] := by
  intro i j
  fin_cases i <;> fin_cases j <;> simp [Fin.sum_univ_three, Complex.ext_iff] <;> norm_num

/-- For orthonormal orbitals the kernel composed with itself is again the kernel. -/
theorem kernel_reproducing {φ : Fin N → X → ℂ} (h : OrthonormalOrbitals φ) (a b : X) :
    ∑ y, kernel φ a y * kernel φ y b = kernel φ a b := by
  unfold OrthonormalOrbitals at h
  unfold kernel
  calc _ = ∑ i, ∑ j, φ i a * conj (φ j b) * ∑ y, conj (φ i y) * φ j y := by
        simp_rw [Finset.sum_mul_sum, Finset.mul_sum]
        rw [Finset.sum_comm]
        refine sum_congr rfl fun i _ => ?_
        rw [Finset.sum_comm]
        exact sum_congr rfl fun j _ => sum_congr rfl fun y _ => by ring
    _ = _ := by
        simp only [h, mul_ite, mul_one, mul_zero, Finset.sum_ite_eq, Finset.mem_univ, if_true]

/-- For orthonormal orbitals the trace of the kernel is the number of orbitals. -/
theorem kernel_trace {φ : Fin N → X → ℂ} (h : OrthonormalOrbitals φ) :
    ∑ y, kernel φ y y = N := by
  have h1 : ∀ j, ∑ y, φ j y * conj (φ j y) = 1 := fun j =>
    (sum_congr rfl fun y _ => mul_comm _ _).trans ((h j j).trans (if_pos rfl))
  unfold kernel
  rw [Finset.sum_comm]
  simp only [h1, Finset.sum_const, Finset.card_univ, Fintype.card_fin, nsmul_eq_mul, mul_one]

/-- For `N` orthonormal orbitals, summing one point out of the kernel determinant at `n + 1`
points gives `N - n` times the kernel determinant at the other `n` points. -/
theorem sum_one_point {φ : Fin N → X → ℂ} (h : OrthonormalOrbitals φ) {n : ℕ}
    (x : Fin n → X) :
    ∑ y, kernelDet φ (Fin.cons y x : Fin (n + 1) → X) = ((N : ℂ) - n) * kernelDet φ x := by
  have hdet : ∀ {r : ℕ} (z : Fin r → X), kernelDet φ z =
      ∑ σ : Equiv.Perm (Fin r), ((Equiv.Perm.sign σ : ℤ) : ℂ) *
        ∏ i, kernel φ (z (σ i)) (z i) := fun z => Matrix.det_apply' _
  -- the new point is either fixed (trace) or inserted into a cycle (reproducing property)
  have key : ∀ (p : Fin (n + 1)) (e : Equiv.Perm (Fin n)),
      ∑ y, ∏ i, kernel φ ((Fin.cons y x : Fin (n + 1) → X)
        (Equiv.Perm.decomposeFin.symm (p, e) i)) ((Fin.cons y x : Fin (n + 1) → X) i)
      = (if p = 0 then (N : ℂ) else 1) * ∏ i, kernel φ (x (e i)) (x i) := by
    intro p e
    refine Fin.cases ?_ (fun q => ?_) p
    · simp only [Fin.prod_univ_succ, Equiv.Perm.decomposeFin_symm_apply_zero,
        Equiv.Perm.decomposeFin_symm_apply_succ, Equiv.swap_self, Equiv.refl_apply,
        Fin.cons_zero, Fin.cons_succ, ← Finset.sum_mul, kernel_trace h, if_true]
    · have hprod : ∀ y, ∏ i, kernel φ ((Fin.cons y x : Fin (n + 1) → X)
          (Equiv.Perm.decomposeFin.symm (q.succ, e) i)) ((Fin.cons y x : Fin (n + 1) → X) i)
          = kernel φ (x q) y * kernel φ y (x (e.symm q)) *
            ∏ i ∈ univ.erase (e.symm q), kernel φ (x (e i)) (x i) := by
        intro y
        rw [Fin.prod_univ_succ, ← Finset.mul_prod_erase univ _ (mem_univ (e.symm q)),
          ← mul_assoc]
        refine congrArg₂ (· * ·) ?_ (prod_congr rfl fun i hi => ?_)
        · simp only [Equiv.Perm.decomposeFin_symm_apply_zero,
            Equiv.Perm.decomposeFin_symm_apply_succ, Equiv.apply_symm_apply,
            Equiv.swap_apply_right, Fin.cons_zero, Fin.cons_succ]
        · have hne : e i ≠ q := fun hq => Finset.ne_of_mem_erase hi (by simp [← hq])
          rw [Equiv.Perm.decomposeFin_symm_apply_succ, Equiv.swap_apply_of_ne_of_ne
            (Fin.succ_ne_zero _) (fun hs => hne (Fin.succ_injective _ hs))]
          simp only [Fin.cons_succ]
      simp_rw [hprod, ← Finset.sum_mul, kernel_reproducing h]
      rw [if_neg (Fin.succ_ne_zero q), one_mul,
        ← Finset.mul_prod_erase univ (fun i => kernel φ (x (e i)) (x i))
          (mem_univ (e.symm q))]
      simp only [Equiv.apply_symm_apply]
  simp_rw [hdet (Fin.cons _ x : Fin (n + 1) → X)]
  rw [Finset.sum_comm, ← Equiv.sum_comp Equiv.Perm.decomposeFin.symm, Fintype.sum_prod_type]
  calc _ = ∑ p : Fin (n + 1), (if p = 0 then (N : ℂ) else -1) * kernelDet φ x := by
        refine sum_congr rfl fun p _ => ?_
        rw [hdet x, Finset.mul_sum]
        refine sum_congr rfl fun e _ => ?_
        rw [← Finset.mul_sum, key, Equiv.Perm.decomposeFin.symm_sign]
        split_ifs <;> simp only [Units.val_mul, Units.val_one, Units.val_neg, Int.cast_mul,
          Int.cast_neg, Int.cast_one] <;> ring
    _ = _ := by
        rw [← Finset.sum_mul]
        congr 1
        rw [Fin.sum_univ_succ]
        simp [Fin.succ_ne_zero, sub_eq_add_neg]

/-- For `N` orthonormal orbitals, summing the last `m` of `k + m` points out of the kernel
determinant gives the factor `(N-k)(N-k-1)⋯(N-k-m+1)`. -/
theorem sum_last_points {φ : Fin N → X → ℂ} (h : OrthonormalOrbitals φ) {k : ℕ}
    (x : Fin k → X) (m : ℕ) :
    ∑ y : Fin m → X, kernelDet φ (Fin.append x y) =
      (∏ i ∈ range m, ((N : ℂ) - k - i)) * kernelDet φ x := by
  induction m with
  | zero =>
    have h0 : kernelDet φ (Fin.append x (default : Fin 0 → X)) = kernelDet φ x :=
      congrArg (kernelDet φ) (funext fun i => Fin.append_left x _ i)
    rw [Fintype.sum_unique, Finset.prod_range_zero, one_mul]
    exact h0
  | succ m ih =>
    have happ : ∀ (y : Fin m → X) (a : X),
        Fin.append x (Fin.snoc (α := fun _ => X) y a) =
          Fin.snoc (α := fun _ => X) (Fin.append x y) a := by
      intro y a
      funext i
      refine Fin.addCases (fun i => ?_) (fun j => ?_) i
      · have h1 : Fin.snoc (α := fun _ => X) (Fin.append x y) a
            (Fin.castSucc (Fin.castAdd m i)) = x i := by
          rw [Fin.snoc_castSucc, Fin.append_left]
        exact (Fin.append_left _ _ _).trans h1.symm
      · refine (Fin.append_right _ _ _).trans ?_
        refine Fin.lastCases ?_ (fun j => ?_) j
        · have h1 : Fin.snoc (α := fun _ => X) (Fin.append x y) a (Fin.last (k + m)) = a := by
            rw [Fin.snoc_last]
          rw [Fin.snoc_last]
          exact h1.symm
        · have h1 : Fin.snoc (α := fun _ => X) (Fin.append x y) a
              (Fin.castSucc (Fin.natAdd k j)) = y j := by
            rw [Fin.snoc_castSucc, Fin.append_right]
          rw [Fin.snoc_castSucc]
          exact h1.symm
    -- moving the last point to the front does not change the determinant
    have hrot : ∀ (z : Fin (k + m) → X) (a : X),
        kernelDet φ (Fin.snoc (α := fun _ => X) z a) =
          kernelDet φ (Fin.cons a z : Fin (k + m + 1) → X) := by
      intro z a
      rw [Fin.snoc_eq_cons_rotate]
      exact Matrix.det_submatrix_equiv_self (finRotate (k + m + 1)) (Matrix.of fun i l =>
        kernel φ ((Fin.cons a z : Fin (k + m + 1) → X) i)
          ((Fin.cons a z : Fin (k + m + 1) → X) l))
    calc _ = ∑ y : Fin m → X, ∑ a,
          kernelDet φ (Fin.cons a (Fin.append x y) : Fin (k + m + 1) → X) := by
          rw [← (Fin.snocEquiv (fun _ : Fin (m + 1) => X)).sum_comp,
            Fintype.sum_prod_type_right]
          exact sum_congr rfl fun y _ => sum_congr rfl fun a _ =>
            (congrArg (kernelDet φ) (happ y a)).trans (hrot _ a)
      _ = _ := by
          simp_rw [sum_one_point h]
          rw [← Finset.mul_sum, ih, Finset.prod_range_succ]
          push_cast
          ring

/-- For `k + m` orthonormal orbitals, summing `|Ψ|²` over the last `m` positions gives `m!`
times the `k` by `k` determinant of the kernel at the remaining positions. -/
theorem sum_norm_sq_slater {k m : ℕ} {φ : Fin (k + m) → X → ℂ}
    (h : OrthonormalOrbitals φ) (x : Fin k → X) :
    ∑ y : Fin m → X, (‖slater φ (Fin.append x y)‖ : ℂ) ^ 2 =
      (m.factorial : ℂ) * kernelDet φ x := by
  -- the kernel matrix at all positions is the orbital matrix times its adjoint
  have hsq : ∀ z : Fin (k + m) → X, (‖slater φ z‖ : ℂ) ^ 2 = kernelDet φ z := by
    intro z
    have hM : (Matrix.of fun i l => kernel φ (z i) (z l)) =
        (Matrix.of fun i j => φ j (z i)) * (Matrix.of fun i j => φ j (z i)).conjTranspose := by
      ext i l
      simp [Matrix.mul_apply, kernel]
    rw [kernelDet, hM, Matrix.det_mul, Matrix.det_conjTranspose, ← Complex.ofReal_pow,
      ← Complex.normSq_eq_norm_sq, ← Complex.mul_conj]
    rfl
  have hfac : ∀ r : ℕ, ∏ i ∈ range r, ((r : ℂ) - i) = (r.factorial : ℂ) := by
    intro r
    induction r with
    | zero => simp
    | succ r ih =>
      rw [Finset.prod_range_succ', Nat.factorial_succ]
      push_cast
      rw [← ih]
      simp only [add_sub_add_right_eq_sub]
      ring
  simp_rw [hsq]
  rw [sum_last_points h x m, ← hfac m]
  congr 1
  refine prod_congr rfl fun i _ => ?_
  push_cast
  ring

/-- Every correlation function of a normalized determinant of orthonormal orbitals is the
determinant of the kernel at the given points. -/
theorem correlation_eq_kernelDet {k m : ℕ} {φ : Fin (k + m) → X → ℂ}
    (h : OrthonormalOrbitals φ) (x : Fin k → X) :
    (correlation φ x : ℂ) = kernelDet φ x := by
  have hm : (m.factorial : ℂ) ≠ 0 := Nat.cast_ne_zero.mpr m.factorial_ne_zero
  have hN : ((k + m).factorial : ℂ) ≠ 0 := Nat.cast_ne_zero.mpr (k + m).factorial_ne_zero
  simp only [correlation, Complex.ofReal_mul, Complex.ofReal_div, Complex.ofReal_sum,
    Complex.ofReal_pow, Complex.ofReal_natCast]
  rw [← Finset.sum_div, sum_norm_sq_slater h x]
  field_simp

/-- For orthonormal orbitals the pair correlation function is the product of the diagonal
kernel values minus the exchange term `|K(y,z)|²`. -/
theorem pair_correlation {m : ℕ} {φ : Fin (2 + m) → X → ℂ}
    (h : OrthonormalOrbitals φ) (y z : X) :
    (correlation φ ![y, z] : ℂ) =
      kernel φ y y * kernel φ z z - (‖kernel φ y z‖ : ℂ) ^ 2 := by
  have hc : kernel φ z y = conj (kernel φ y z) := by
    simp only [kernel, map_sum, map_mul, Complex.conj_conj]
    exact sum_congr rfl fun j _ => mul_comm _ _
  rw [correlation_eq_kernelDet h, kernelDet, Matrix.det_fin_two]
  change kernel φ y y * kernel φ z z - kernel φ y z * kernel φ z y = _
  rw [hc, Complex.mul_conj, Complex.normSq_eq_norm_sq, Complex.ofReal_pow]

end

end DeterminantalCorrelations
```

```lean
#print axioms DeterminantalCorrelations.correlation_eq_kernelDet
#print axioms DeterminantalCorrelations.pair_correlation
```

```
'DeterminantalCorrelations.correlation_eq_kernelDet' depends on axioms: [propext, Classical.choice, Quot.sound]
'DeterminantalCorrelations.pair_correlation' depends on axioms: [propext, Classical.choice, Quot.sound]
```

## How the Lean proof matches the calculation

`kernel_reproducing` and `kernel_trace` exchange finite sums and apply orthonormality. In `sum_one_point`, `Equiv.Perm.decomposeFin` writes each permutation of $n+1$ positions as a pair `(p, e)`: the image `p` of the new position, and a permutation `e` of the others. The step `key` treats the two cases, `p = 0` and `p = q.succ`, and the signs then add up to $N-n$.

`sum_last_points` is an induction on $m$. Its step `hrot` moves the last point to the front, which permutes rows and columns alike and leaves the determinant unchanged. In `sum_norm_sq_slater`, `hsq` is the factorisation $MM^\dagger$ and `hfac` identifies the product with $m!$. `correlation_eq_kernelDet` cancels the factorials, and `pair_correlation` expands the $2\times2$ determinant.

`orthonormalOrbitals_witness` checks the hypothesis for two complex orbitals on three sites, $(1,2i,2)/3$ and $(2,i,-2)/3$.
